# Fourier interpolation error of a finite plane-wave sum: missing waves plus aliasing

When a periodic field is rebuilt from its values on a grid, plane waves too short for the grid are lost and also contaminate the long ones; to measure both effects, the field is modelled here as a sum of finitely many plane waves. Let \(e_k(x)=e^{2\pi i kx}\) for integer \(k\), and let

\[
f=\sum_{|k|\le M}c_k e_k,\qquad g=\sum_{|k|\le n}d_k e_k,\qquad n\le M,
\]

where \(g\) agrees with \(f\) at the \(N=2n+1\) points \(x_j=j/N\), \(j=0,\dots,2n\). The mean-square error is then

\[
\int_0^1|f-g|^2\,dx=\sum_{n<|k|\le M}|c_k|^2+\sum_{|k|\le n}|A_k|^2,
\qquad
A_k=\sum_{\substack{|q|\le M,\ q\ne k\\ N\mid q-k}}c_q .
\]

The first sum is what plain truncation of the series would lose. The second comes from aliasing: waves whose indices differ by a multiple of \(N\) have the same values on the grid.

In plane-wave electronic-structure calculations, densities and potentials are moved between coefficients and values on a uniform grid by discrete Fourier transforms. The grids there are usually three-dimensional and often have an even number of points per direction; the one-dimensional odd grid used here is a simple model of them. For a one-dimensional density built from orbitals with \(|k|\le K\), one has \(M=2K\), and the choice \(n=2K\) makes both sums vanish.

Each assumption is taken in turn below. The examples of what goes wrong without it are informal arguments, separate from the Lean proofs.

## The field contains finitely many plane waves

Physically, this is a cutoff: the field contains no plane wave with \(|k|>M\). The coordinate \(x\) is the position in units of the cell length, so the integral is a cell average. The letter \(k\) is an integer index, not a wavevector; the wavevector is \(2\pi k\) in these units.

```lean
import Mathlib

open Finset
open scoped ComplexConjugate

namespace FourierInterpolationError

noncomputable section

/-- The plane wave `exp(2πikx)` of integer index `k` in a cell of length one. -/
def wave (k : ℤ) (x : ℝ) : ℂ := Complex.exp (2 * Real.pi * Complex.I * k * x)

/-- The trigonometric polynomial of degree at most `n` with coefficients `c k`, `|k| ≤ n`. -/
def trigPoly (n : ℕ) (c : ℤ → ℂ) (x : ℝ) : ℂ :=
  ∑ k ∈ Icc (-(n : ℤ)) n, c k * wave k x
```

In Lean, \(f\) is `trigPoly M c` and \(g\) is `trigPoly n d`. The coefficients are functions `ℤ → ℂ`, but only their values inside the cutoff enter. `Icc (-(n : ℤ)) n` is the set of integers from \(-n\) to \(n\).

The derivation uses finiteness whenever it exchanges a sum over waves with a sum over grid points or with an integral. The proofs do this with `sum_comm` and `intervalIntegral.integral_finsetSum`, and no convergence argument arises.

For arbitrary square-integrable fields the identity fails. Let \(f\) be zero except for the value 1 at the integers. All its Fourier coefficients vanish, yet its interpolant does not, because it equals 1 at \(x_0=0\). The step from this model to a field with an infinite series, such as a density with a cusp, is the limit \(M\to\infty\), and the hypotheses leave it open.

## The grid has 2n + 1 equal steps and starts at the origin

The field is sampled uniformly, with as many points as \(g\) has coefficients. For \(n=0\) the grid is the single point \(x=0\).

```lean
/-- The grid point `j / N` of the uniform grid with `N = 2n + 1`. -/
def node (n j : ℕ) : ℝ := j / (2 * n + 1)

/-- The aliasing sum at `k`: all coefficients `c q` with `|q| ≤ M` whose index differs from `k`
by a nonzero multiple of `N = 2n + 1`. -/
def aliasSum (n M : ℕ) (c : ℤ → ℂ) (k : ℤ) : ℂ :=
  ∑ q ∈ Icc (-(M : ℤ)) M, if q ≠ k ∧ (2 * n + 1 : ℤ) ∣ q - k then c q else 0
```

`aliasSum n M c k` is \(A_k\). Its condition `q ≠ k` leaves out \(c_k\) itself, and `∣` means divisibility of integers.

The derivation needs the grid for discrete orthogonality. Put \(z=e^{2\pi i l/N}\), so that \(e_l(x_j)=z^j\) and \(z^N=1\). If \(N\) divides \(l\), then \(z=1\) and the grid sum is \(N\). Otherwise \(z\ne1\), and

\[
(z-1)\sum_{j=0}^{N-1}z^j=z^N-1=0
\]

forces the sum to vanish. Since \(e_q e_{-k}=e_{q-k}\), it follows that

\[
\sum_{j=0}^{N-1} f(x_j)e_{-k}(x_j)=\sum_{|q|\le M}c_q\sum_{j=0}^{N-1}e_{q-k}(x_j)
=N\sum_{\substack{|q|\le M\\ N\mid q-k}}c_q .
\]

```lean
/-- The product of two plane waves is the plane wave of the summed index. -/
theorem wave_mul (k l : ℤ) (x : ℝ) : wave k x * wave l x = wave (k + l) x := by
  rw [wave, wave, wave, ← Complex.exp_add, Int.cast_add]
  congr 1
  ring

/-- Discrete orthogonality: the grid sum of a plane wave is `N = 2n + 1` if `N` divides its
index, and zero otherwise. -/
theorem sum_wave_node (n : ℕ) (l : ℤ) :
    ∑ j ∈ range (2 * n + 1), wave l (node n j) =
      if (2 * n + 1 : ℤ) ∣ l then (2 * n + 1 : ℂ) else 0 := by
  have hN : (2 * (n : ℂ) + 1) ≠ 0 := by exact_mod_cast Nat.succ_ne_zero (2 * n)
  have hval : ∀ j : ℕ, wave l (node n j) =
      Complex.exp (2 * Real.pi * Complex.I * (l * j / (2 * n + 1))) := fun j => by
    rw [wave, node]
    congr 1
    push_cast
    ring
  have hpow : ∀ j, wave l (node n j) = wave l (node n 1) ^ j := fun j => by
    rw [hval, hval, ← Complex.exp_nat_mul]
    congr 1
    push_cast
    ring
  have hone : wave l (node n 1) = 1 ↔ (2 * n + 1 : ℤ) ∣ l := by
    rw [hval, Complex.exp_eq_one_iff, Nat.cast_one, mul_one]
    constructor
    · rintro ⟨m, hm⟩
      have e := mul_left_cancel₀ Complex.two_pi_I_ne_zero (hm.trans (mul_comm _ _))
      rw [div_eq_iff hN] at e
      exact Dvd.intro_left m (by exact_mod_cast e.symm)
    · rintro ⟨m, hm⟩
      refine ⟨m, ?_⟩
      rw [hm]
      push_cast
      rw [mul_div_cancel_left₀ _ hN]
      exact mul_comm _ _
  have hroot : wave l (node n 1) ^ (2 * n + 1) = 1 := by
    rw [← hpow, hval, Complex.exp_eq_one_iff]
    refine ⟨l, ?_⟩
    push_cast
    rw [mul_div_cancel_right₀ _ hN]
    exact mul_comm _ _
  rw [sum_congr rfl (fun j _ => hpow j)]
  split_ifs with h
  · simp only [hone.mpr h, one_pow, sum_const, card_range, nsmul_eq_mul, mul_one,
      Nat.cast_add, Nat.cast_mul, Nat.cast_ofNat, Nat.cast_one]
  · have hg := geom_sum_mul (wave l (node n 1)) (2 * n + 1)
    rw [hroot, sub_self] at hg
    exact (mul_eq_zero.mp hg).resolve_right (sub_ne_zero.mpr fun e => h (hone.mp e))

/-- The discrete Fourier transform of a trigonometric polynomial on `N = 2n + 1` points collects
`N` times all coefficients whose index differs from `k` by a multiple of `N`. -/
theorem grid_transform (n M : ℕ) (b : ℤ → ℂ) (k : ℤ) :
    ∑ j ∈ range (2 * n + 1), trigPoly M b (node n j) * wave (-k) (node n j) =
      ∑ q ∈ Icc (-(M : ℤ)) M,
        b q * (if (2 * n + 1 : ℤ) ∣ q - k then (2 * n + 1 : ℂ) else 0) := by
  simp only [trigPoly, sum_mul, mul_assoc, wave_mul]
  rw [sum_comm]
  refine sum_congr rfl fun q _ => ?_
  rw [← mul_sum, sum_wave_node, ← sub_eq_add_neg]
```

In `sum_wave_node`, `hpow` writes the samples as powers of \(z\), `hone` says when \(z=1\), and `hroot` is \(z^N=1\); `geom_sum_mul` supplies the geometric sum. `grid_transform` is the displayed calculation, without the division by \(N\) that many definitions of the discrete transform include.

The position of the grid matters. Take \(n=0\) and \(f=2\cos 2\pi x\), so that \(c_1=c_{-1}=1\). Sampling at \(x=0\) gives \(g=2\) and an error of \(2+4=6\), as the formula says. Sampling at \(x=1/4\) gives \(g=0\) and an error of 2, because the two aliases now arrive with opposite phases.

## The interpolant has degree at most n and matches every sample

The condition `hd` says that \(g\) reproduces all \(N\) samples without noise. The degree bound is built into `trigPoly n d`. The theorems hold for any `d` satisfying `hd`; that such a `d` exists is not part of their statements.

Both conditions serve to find \(d_k\). Because the samples agree, \(f\) and \(g\) have the same grid transform. For \(|k|,|q|\le n\) we have \(|q-k|\le 2n<N\), so \(N\) divides \(q-k\) only if \(q=k\), and the transform of \(g\) is \(Nd_k\). The transform of \(f\) is \(N(c_k+A_k)\). Hence

\[
d_k=c_k+A_k\qquad(|k|\le n).
\]

```lean
/-- Aliasing: if a polynomial of degree at most `n` interpolates one of degree at most `M ≥ n`
at the `2n + 1` grid points, each of its coefficients is `c k` plus the aliasing sum. -/
theorem interpolant_coeff {n M : ℕ} (hM : n ≤ M) (c d : ℤ → ℂ)
    (hd : ∀ j ∈ range (2 * n + 1), trigPoly n d (node n j) = trigPoly M c (node n j))
    {k : ℤ} (hk : k ∈ Icc (-(n : ℤ)) n) : d k = c k + aliasSum n M c k := by
  have hN : (2 * (n : ℂ) + 1) ≠ 0 := by exact_mod_cast Nat.succ_ne_zero (2 * n)
  rw [mem_Icc] at hk
  have hkn : k ∈ Icc (-(n : ℤ)) n := mem_Icc.mpr hk
  have hkM : k ∈ Icc (-(M : ℤ)) M := mem_Icc.mpr ⟨by omega, by omega⟩
  have hkk : (2 * n + 1 : ℤ) ∣ k - k := by
    rw [sub_self]
    exact dvd_zero _
  have e : ∑ j ∈ range (2 * n + 1), trigPoly n d (node n j) * wave (-k) (node n j) =
      ∑ j ∈ range (2 * n + 1), trigPoly M c (node n j) * wave (-k) (node n j) :=
    sum_congr rfl fun j hj => by rw [hd j hj]
  rw [grid_transform, grid_transform] at e
  -- within the cutoff only the index `k` itself survives
  have hl : ∑ q ∈ Icc (-(n : ℤ)) n,
      d q * (if (2 * n + 1 : ℤ) ∣ q - k then (2 * n + 1 : ℂ) else 0) =
        (2 * n + 1) * d k := by
    rw [sum_eq_single k]
    · rw [if_pos hkk, mul_comm]
    · intro q hq hne
      rw [mem_Icc] at hq
      have hnd : ¬ (2 * n + 1 : ℤ) ∣ q - k := fun h => by
        have hlt : |q - k| < 2 * n + 1 := abs_lt.mpr ⟨by omega, by omega⟩
        exact absurd hlt (not_lt_of_ge (Int.le_of_dvd
          (abs_pos.mpr (sub_ne_zero.mpr hne)) ((dvd_abs _ _).mpr h)))
      rw [if_neg hnd, mul_zero]
    · exact fun h => absurd hkn h
  -- the full function contributes `c k` and its aliases
  have hr : ∑ q ∈ Icc (-(M : ℤ)) M,
      c q * (if (2 * n + 1 : ℤ) ∣ q - k then (2 * n + 1 : ℂ) else 0) =
        (2 * n + 1) * (c k + aliasSum n M c k) := by
    rw [aliasSum, mul_add, mul_sum, ← add_sum_erase _ _ hkM, if_pos hkk,
      ← add_sum_erase (Icc (-(M : ℤ)) M) (fun q => (2 * n + 1 : ℂ) *
        (if q ≠ k ∧ (2 * n + 1 : ℤ) ∣ q - k then c q else 0)) hkM]
    have h0 : ¬ (k ≠ k ∧ (2 * n + 1 : ℤ) ∣ k - k) := fun h => h.1 rfl
    simp only [if_neg h0, mul_zero, zero_add]
    rw [mul_comm (c k)]
    congr 1
    refine sum_congr rfl fun q hq => ?_
    have hne : q ≠ k := ne_of_mem_erase hq
    by_cases h : (2 * n + 1 : ℤ) ∣ q - k
    · have h2 : q ≠ k ∧ (2 * n + 1 : ℤ) ∣ q - k := ⟨hne, h⟩
      rw [if_pos h, if_pos h2, mul_comm]
    · have h2 : ¬ (q ≠ k ∧ (2 * n + 1 : ℤ) ∣ q - k) := fun h' => h h'.2
      rw [if_neg h, if_neg h2, mul_zero, mul_zero]
  rw [hl, hr] at e
  exact mul_left_cancel₀ hN e
```

The equation `e` equates the two transforms. The step `hl` reduces the side of \(g\) to its single surviving term, and `hr` separates \(c_k\) from its aliases on the side of \(f\). Cancelling \(N\) finishes the proof.

If one sample is left unmatched, there are \(2n\) linear conditions on \(2n+1\) coefficients, so some nonzero \(g\) vanishes at all the other points. It then counts as an interpolant of \(f=0\) with a positive error, where the formula gives zero. If instead the single extra index \(n+1\) is allowed in \(g\), then \(e_{n+1}-e_{-n}\) vanishes on the whole grid and interpolates \(f=0\) with mean-square error 2.

## The interpolant's cutoff does not exceed the field's

The hypothesis `hM : n ≤ M` compares the two cutoffs: every index allowed in the interpolant is also allowed in the field, where its coefficient may be zero. At \(n=M\) there are no missing waves and no aliases, and the error is zero.

In the derivation it lets \(f-g\) be written as one sum over \(|k|\le M\), to which Parseval's identity applies. For \(h=\sum_{|k|\le M}a_ke_k\),

\[
|h|^2=\sum_{|k|\le M}\ \sum_{|l|\le M}a_k\overline{a_l}\,e_{k-l},
\]

and \(\int_0^1e_m\,dx\) is 1 for \(m=0\) and \((e^{2\pi im}-1)/(2\pi im)=0\) for every other integer \(m\). Only the terms with \(k=l\) survive, so \(\int_0^1|h|^2dx=\sum_{|k|\le M}|a_k|^2\).

```lean
/-- Parseval's identity: the integral over the cell of the squared modulus of a trigonometric
polynomial is the sum of the squared moduli of its coefficients. -/
theorem parseval (M : ℕ) (a : ℤ → ℂ) :
    ∫ x in (0 : ℝ)..1, ‖trigPoly M a x‖ ^ 2 = ∑ k ∈ Icc (-(M : ℤ)) M, ‖a k‖ ^ 2 := by
  have hconj : ∀ k x, conj (wave k x) = wave (-k) x := fun k x => by
    rw [wave, wave, ← Complex.exp_conj]
    congr 1
    simp only [map_mul, Complex.conj_I, Complex.conj_ofReal, map_intCast, map_ofNat,
      Int.cast_neg]
    ring
  have hcont : ∀ k, Continuous (wave k) := fun k =>
    Complex.continuous_exp.comp (continuous_const.mul Complex.continuous_ofReal)
  have hint : ∀ k : ℤ, ∫ x in (0 : ℝ)..1, wave k x = if k = 0 then 1 else 0 := by
    intro k
    by_cases h : k = 0
    · rw [if_pos h, h]
      simp only [wave, Int.cast_zero, zero_mul, mul_zero, Complex.exp_zero,
        intervalIntegral.integral_const, sub_zero, one_smul]
    · have h0 : (2 * Real.pi * Complex.I * k : ℂ) ≠ 0 :=
        mul_ne_zero Complex.two_pi_I_ne_zero (Int.cast_ne_zero.mpr h)
      have h1 : Complex.exp (2 * Real.pi * Complex.I * k * (1 : ℝ)) = 1 :=
        Complex.exp_eq_one_iff.mpr ⟨k, by rw [Complex.ofReal_one]; ring⟩
      simp only [wave]
      rw [if_neg h, integral_exp_mul_complex h0, h1, Complex.ofReal_zero, mul_zero,
        Complex.exp_zero, sub_self, zero_div]
  -- the squared modulus as a double sum of plane waves
  have hx : ∀ x, ((‖trigPoly M a x‖ ^ 2 : ℝ) : ℂ) = ∑ k ∈ Icc (-(M : ℤ)) M,
      ∑ l ∈ Icc (-(M : ℤ)) M, a k * conj (a l) * wave (k - l) x := fun x => by
    rw [← Complex.normSq_eq_norm_sq, ← Complex.mul_conj, trigPoly, map_sum, sum_mul_sum]
    refine sum_congr rfl fun k _ => sum_congr rfl fun l _ => ?_
    rw [map_mul, hconj, sub_eq_add_neg, ← wave_mul]
    exact mul_mul_mul_comm _ _ _ _
  have hc : ∀ k l, Continuous fun x => a k * conj (a l) * wave (k - l) x := fun k l =>
    continuous_const.mul (hcont _)
  apply Complex.ofReal_injective
  rw [← intervalIntegral.integral_ofReal]
  simp only [hx]
  rw [intervalIntegral.integral_finsetSum fun k _ =>
    (continuous_finsetSum _ fun l _ => hc k l).intervalIntegrable _ _, Complex.ofReal_sum]
  refine sum_congr rfl fun k hk => ?_
  rw [intervalIntegral.integral_finsetSum fun l _ => (hc k l).intervalIntegrable _ _,
    sum_eq_single k]
  · rw [intervalIntegral.integral_const_mul, hint, if_pos (sub_self k), mul_one,
      Complex.mul_conj, Complex.normSq_eq_norm_sq]
  · intro l _ hne
    rw [intervalIntegral.integral_const_mul, hint, if_neg (sub_ne_zero.mpr hne.symm), mul_zero]
  · exact fun h => absurd hk h
```

Here `hint` is the integral of one wave and `hx` is the double sum. The calculation runs in the complex numbers and is carried back to the reals by `Complex.ofReal_injective`.

The coefficients of \(f-g\) are \(c_k-d_k=-A_k\) for \(|k|\le n\) and \(c_k\) for \(n<|k|\le M\). Parseval's identity turns them into the two sums of the result.

```lean
/-- Fourier interpolation error: for a trigonometric polynomial with coefficients `c k`, `|k| ≤ M`,
and `n ≤ M`, the mean-square error of its degree-`n` interpolant on `2n + 1` grid points is the sum
of `|c k|²` over `n < |k| ≤ M` plus the squared moduli of the aliasing sums over `|k| ≤ n`. -/
theorem interpolation_error {n M : ℕ} (hM : n ≤ M) (c d : ℤ → ℂ)
    (hd : ∀ j ∈ range (2 * n + 1), trigPoly n d (node n j) = trigPoly M c (node n j)) :
    ∫ x in (0 : ℝ)..1, ‖trigPoly M c x - trigPoly n d x‖ ^ 2 =
      (∑ k ∈ Icc (-(M : ℤ)) M, if (n : ℤ) < |k| then ‖c k‖ ^ 2 else 0) +
        ∑ k ∈ Icc (-(n : ℤ)) n, ‖aliasSum n M c k‖ ^ 2 := by
  have hsub : Icc (-(n : ℤ)) n ⊆ Icc (-(M : ℤ)) M := Icc_subset_Icc (by omega) (by omega)
  -- the error is a trigonometric polynomial of degree at most `M`
  have herr : ∀ x, trigPoly M c x - trigPoly n d x =
      trigPoly M (fun k => c k - if k ∈ Icc (-(n : ℤ)) n then d k else 0) x := fun x => by
    simp only [trigPoly, sub_mul, sum_sub_distrib, ite_mul, zero_mul]
    rw [sum_ite_mem, inter_eq_right.mpr hsub]
  simp only [herr]
  rw [parseval, ← inter_eq_right.mpr hsub, ← sum_ite_mem, ← sum_add_distrib,
    inter_eq_right.mpr hsub]
  refine sum_congr rfl fun k _ => ?_
  by_cases hk : k ∈ Icc (-(n : ℤ)) n
  · have h' : ¬ (n : ℤ) < |k| := not_lt.mpr (abs_le.mpr (mem_Icc.mp hk))
    rw [if_neg h', if_pos hk, if_pos hk, interpolant_coeff hM c d hd hk,
      sub_add_cancel_left, norm_neg, zero_add]
  · have h' : (n : ℤ) < |k| := not_le.mp fun h => hk (mem_Icc.mpr (abs_le.mp h))
    rw [if_pos h', if_neg hk, if_neg hk, sub_zero, add_zero]

end

end FourierInterpolationError
```

In the statement, the `if` with condition `(n : ℤ) < |k|` selects the missing waves. In the proof, `hsub` uses `hM` to place the smaller index range inside the larger one, `herr` writes the error as a single polynomial, and the final case distinction treats each index as retained or missing. For a retained index, `interpolant_coeff` supplies \(d_k\).

The hypothesis is a convenience for the error identity: if \(n>M\), then \(g=f\) and both sides are zero. The formula of `interpolant_coeff` does need some restriction, since `c` may have a nonzero value at an index with \(M<|k|\le n\), which plays no part in \(f\), while the interpolant's coefficient there is zero.

```lean
#print axioms FourierInterpolationError.interpolation_error
```

```
'FourierInterpolationError.interpolation_error' depends on axioms: [propext, Classical.choice, Quot.sound]
```
